# Discrete Hill discriminant: nonzero slope wherever |D(E)| < 2, and strictly monotonic bands for 0 < k < π

## Can the discriminant turn around inside a band?

I compute the bands of a one-dimensional crystal with $N$ sites per cell, and I take a band to be a curve $E(k)$ that solves $D(E)=2\cos k$, where $D(E)$ is the trace of the cell's transfer matrix. In my plots $D$ always runs straight through the strip between $-2$ and $2$ and turns around only outside it or on its edge. But $D$ is a polynomial of degree $N$ with arbitrary real site energies in it. What stops it from having a maximum at, say, $D=1$? Two branches would then meet at an interior $k$, and my root search would run into a double root.

## No: a sum over the sites fixes the sign of its slope

Your definition of a band needs one more word: *continuous*. The equation $D(E)=2\cos k$ generally has several solutions at each $k$, and a function that hops between them need not be monotonic. So a band here is a continuous real function $E(k)$ on $0<k<\pi$ that satisfies the equation, with $k$ the Bloch phase across one whole cell.

The chain has real site energies $v_0,\dots,v_{N-1}$ and hopping amplitude $+1$:

$$\psi_{j+1}+\psi_{j-1}+v_j\psi_j=E\psi_j .$$

Let $M_n$ be the matrix that takes $(\psi_0,\psi_{-1})$ to $(\psi_n,\psi_{n-1})$. Then $M_0=1$ and

$$M_{n+1}=\begin{pmatrix}E-v_n&-1\\1&0\end{pmatrix}M_n,\qquad M_n=\begin{pmatrix}p_n&q_n\\r_n&s_n\end{pmatrix}.$$

A Bloch state has $\psi_{j+N}=e^{ik}\psi_j$, so $e^{ik}$ is an eigenvalue of $M_N$. Every site matrix has determinant 1, hence so does $M_N$. The other eigenvalue is therefore $e^{-ik}$, and $D=\operatorname{tr}M_N=2\cos k$.

**The energy derivative.** Multiplying out the recursion gives

$$p_{n+1}=(E-v_n)p_n-r_n,\quad q_{n+1}=(E-v_n)q_n-s_n,\quad r_{n+1}=p_n,\quad s_{n+1}=q_n .$$

Define the sums $A_n=\sum_{j<n}p_j^2$, $B_n=\sum_{j<n}p_jq_j$ and $C_n=\sum_{j<n}q_j^2$. The claim is that each row $(x,y)$ of $M_n$ obeys

$$x'=xB_n-yA_n,\qquad y'=xC_n-yB_n .$$

At $n=0$ both sides vanish. For the step from $n$ to $n+1$, differentiate $p_{n+1}$ and insert the claim for $n$:

$$p_{n+1}'=p_n+p_{n+1}B_n-q_{n+1}A_n .$$

The claim for $n+1$ asks for $p_{n+1}(B_n+p_nq_n)-q_{n+1}(A_n+p_n^2)$. The terms added by the new site are $p_n(p_{n+1}q_n-q_{n+1}p_n)$. The bracket is $\det M_{n+1}=1$, so they equal $p_n$, as required. In the same way $q_{n+1}'=q_n+p_{n+1}C_n-q_{n+1}B_n$, and the added terms are $q_n(p_{n+1}q_n-q_{n+1}p_n)=q_n$. The lower row of $M_{n+1}$ is $(p_n,q_n)$, and for it the added terms cancel.

**The sign.** Write $M_N=\begin{pmatrix}a&b\\c&d\end{pmatrix}$. Adding $a'$ and $d'$ gives

$$D'=c\,C_N+(a-d)B_N-b\,A_N .$$

Multiply by $c$ and complete the square at each site. The coefficient left over for $p_j^2$ is $-bc-(a-d)^2/4$. Since $-bc=1-ad$, this equals $1-(a+d)^2/4$, so

$$c\,D'=\sum_{j=0}^{N-1}\left[\left(c\,q_j+\tfrac{a-d}{2}p_j\right)^2+\left(1-\tfrac{D^2}{4}\right)p_j^2\right].$$

If $|D|<2$, no term is negative, and the term $j=0$ is positive because $p_0=1$. Hence $cD'>0$ and $D'\neq0$. Your maximum at $D=1$ is impossible.

**From slope to bands.** On an interval where $|D|<2$, the derivative has no zero and so keeps its sign, which makes $D$ strictly monotonic there. A continuous band maps $0<k<\pi$ onto such an interval of energies. Take $k_1<k_2$. Then $D(E(k_2))=2\cos k_2<2\cos k_1=D(E(k_1))$. If $D$ increases on the interval, $E(k_2)<E(k_1)$; if it decreases, $E(k_2)>E(k_1)$.

Monotonicity of $E(k)$ alone has a shorter argument: equal energies force equal cosines, so $E$ is injective, and a continuous injective function on an interval is strictly monotonic. The slope result also excludes the double root you were worried about. For this non-interacting chain with one orbital per site, a root search at fixed $0<k<\pi$ meets only simple real roots.

**Reading the Lean statements.** `siteMatrix`, `cellMatrix` and `discriminant` are the site matrix, $M_n$ and $D$. Sites are numbered from 0, where textbooks often start at 1, and site 0 acts first. The potential `v : ℕ → ℝ` is an infinite sequence, of which only the first `N` values enter. Matrix indices also start at 0, so `cellMatrix v N E 1 0` is the lower left entry $c$. The function `overlap` gives $A_n$, $B_n$ and $C_n$ for the index pairs `0 0`, `0 1` and `1 1`; the solutions in it are not normalised.

There are three main theorems:

- `deriv_discriminant_ne_zero` says that for $N\ge1$ and $|D(E)|<2$, the derivative of $D$ at $E$ is nonzero.
- `discriminant_strictMono_or_strictAnti` says that $D$ is strictly increasing or strictly decreasing on a set `s` where $|D|<2$. The condition `s.OrdConnected` means that `s` contains everything between any two of its points, so it is an interval of any kind.
- `band_strictMono_or_strictAnti` says the same of $E(k)$ on the open interval `Set.Ioo 0 Real.pi`. Here `E` is a function of $k$, while in the other theorems it is a number.

The step from the model to the crystal that the hypotheses leave to you is Bloch's condition: the last theorem assumes $D(E(k))=2\cos k$ and does not derive it from a Hamiltonian. It also takes the continuous branch as given. The hopping is the same on every bond and sets the unit of energy.

```lean
import Mathlib

open Finset

noncomputable section

namespace DiscreteHill

/-- Transfer matrix of one site with energy `w`: it takes `(ψ_j, ψ_{j-1})` to
`(ψ_{j+1}, ψ_j)` for the chain `ψ_{j+1} + ψ_{j-1} + w ψ_j = E ψ_j`. -/
def siteMatrix (w E : ℝ) : Matrix (Fin 2) (Fin 2) ℝ := !![E - w, -1; 1, 0]

/-- Ordered product of the transfer matrices of the sites `0, …, n-1`, with site `0`
acting first. -/
def cellMatrix (v : ℕ → ℝ) : ℕ → ℝ → Matrix (Fin 2) (Fin 2) ℝ
  | 0, _ => 1
  | n + 1, E => siteMatrix (v n) E * cellMatrix v n E

/-- The discrete Hill discriminant `D(E)` of a unit cell of `N` sites: the trace of the
transfer matrix of the cell. -/
def discriminant (v : ℕ → ℝ) (N : ℕ) (E : ℝ) : ℝ := (cellMatrix v N E).trace

/-- Overlap, summed over the first `n` sites, of the fundamental solutions `i` and `k`,
whose values at site `j` are the top row of the transfer matrix up to `j`. -/
def overlap (v : ℕ → ℝ) (n : ℕ) (E : ℝ) (i k : Fin 2) : ℝ :=
  ∑ j ∈ range n, cellMatrix v j E 0 i * cellMatrix v j E 0 k

/-- The transfer matrix of any number of sites has determinant one. -/
theorem cellMatrix_det (v : ℕ → ℝ) (n : ℕ) (E : ℝ) : (cellMatrix v n E).det = 1 := by
  induction n with
  | zero => simp [cellMatrix]
  | succ n ih =>
    rw [cellMatrix, Matrix.det_mul, ih, mul_one]
    simp [siteMatrix, Matrix.det_fin_two]

/-- Both columns of the transfer matrix obey the Schrödinger recursion of the chain. -/
theorem cellMatrix_recursion (v : ℕ → ℝ) (n : ℕ) (E : ℝ) (i : Fin 2) :
    cellMatrix v (n + 1) E 0 i
        = (E - v n) * cellMatrix v n E 0 i - cellMatrix v n E 1 i ∧
      cellMatrix v (n + 1) E 1 i = cellMatrix v n E 0 i := by
  constructor <;>
    simp [cellMatrix, siteMatrix, Matrix.mul_apply, Fin.sum_univ_two, sub_eq_add_neg]

/-- The energy derivative of each row of the transfer matrix, expressed by the same row and
the overlaps of the fundamental solutions. -/
theorem hasDerivAt_cellMatrix (v : ℕ → ℝ) (n : ℕ) (E : ℝ) (i : Fin 2) :
    HasDerivAt (fun x => cellMatrix v n x i 0)
        (cellMatrix v n E i 0 * overlap v n E 0 1
          - cellMatrix v n E i 1 * overlap v n E 0 0) E ∧
      HasDerivAt (fun x => cellMatrix v n x i 1)
        (cellMatrix v n E i 0 * overlap v n E 1 1
          - cellMatrix v n E i 1 * overlap v n E 0 1) E := by
  induction n generalizing i with
  | zero =>
    refine ⟨(hasDerivAt_const E ((1 : Matrix (Fin 2) (Fin 2) ℝ) i 0)).congr_deriv ?_,
      (hasDerivAt_const E ((1 : Matrix (Fin 2) (Fin 2) ℝ) i 1)).congr_deriv ?_⟩ <;>
      simp [overlap]
  | succ n ih =>
    have hdet := cellMatrix_det v n E
    rw [Matrix.det_fin_two] at hdet
    obtain ⟨h00, h01⟩ := ih 0
    obtain ⟨h10, h11⟩ := ih 1
    have hlin : HasDerivAt (fun x : ℝ => x - v n) 1 E := (hasDerivAt_id' E).sub_const (v n)
    have ov : ∀ i k, overlap v (n + 1) E i k
        = overlap v n E i k + cellMatrix v n E 0 i * cellMatrix v n E 0 k := by
      intro i k
      simp only [overlap, sum_range_succ]
    revert i
    rw [Fin.forall_fin_two]
    simp only [cellMatrix_recursion, ov]
    -- the new site contributes through the unit determinant
    refine ⟨⟨?_, ?_⟩, ⟨?_, ?_⟩⟩
    · exact ((hlin.fun_mul h00).fun_sub h10).congr_deriv
        (by linear_combination (-cellMatrix v n E 0 0) * hdet)
    · exact ((hlin.fun_mul h01).fun_sub h11).congr_deriv
        (by linear_combination (-cellMatrix v n E 0 1) * hdet)
    · exact h00.congr_deriv (by ring)
    · exact h01.congr_deriv (by ring)

/-- The slope of the discriminant is a quadratic expression in the fundamental solutions,
summed over the unit cell. -/
theorem hasDerivAt_discriminant (v : ℕ → ℝ) (N : ℕ) (E : ℝ) :
    HasDerivAt (discriminant v N)
      (cellMatrix v N E 1 0 * overlap v N E 1 1
        + (cellMatrix v N E 0 0 - cellMatrix v N E 1 1) * overlap v N E 0 1
        - cellMatrix v N E 0 1 * overlap v N E 0 0) E := by
  have e : discriminant v N = fun x => cellMatrix v N x 0 0 + cellMatrix v N x 1 1 := by
    funext x
    simp only [discriminant, Matrix.trace_fin_two]
  rw [e]
  exact ((hasDerivAt_cellMatrix v N E 0).1.fun_add
    (hasDerivAt_cellMatrix v N E 1).2).congr_deriv (by ring)

/-- For a cell of at least one site and `|D(E)| < 2`, the slope `D'(E)` has the same strict
sign as the lower left entry of the transfer matrix of the cell. -/
theorem slope_sign (v : ℕ → ℝ) {N : ℕ} (hN : 1 ≤ N) {E : ℝ}
    (hE : |discriminant v N E| < 2) :
    0 < cellMatrix v N E 1 0 * deriv (discriminant v N) E := by
  have hdet := cellMatrix_det v N E
  rw [Matrix.det_fin_two] at hdet
  rw [discriminant, Matrix.trace_fin_two, abs_lt] at hE
  have hc : 0 < 1 - (cellMatrix v N E 0 0 + cellMatrix v N E 1 1) ^ 2 / 4 := by
    nlinarith [mul_pos (sub_pos.2 hE.1) (sub_pos.2 hE.2)]
  -- complete the square site by site
  have hsum : cellMatrix v N E 1 0 * (cellMatrix v N E 1 0 * overlap v N E 1 1
        + (cellMatrix v N E 0 0 - cellMatrix v N E 1 1) * overlap v N E 0 1
        - cellMatrix v N E 0 1 * overlap v N E 0 0)
      = ∑ j ∈ range N, ((cellMatrix v N E 1 0 * cellMatrix v j E 0 1
          + (cellMatrix v N E 0 0 - cellMatrix v N E 1 1) / 2 * cellMatrix v j E 0 0) ^ 2
        + (1 - (cellMatrix v N E 0 0 + cellMatrix v N E 1 1) ^ 2 / 4)
          * cellMatrix v j E 0 0 ^ 2) := by
    simp only [overlap, mul_sum, ← sum_add_distrib, ← sum_sub_distrib]
    refine sum_congr rfl fun j _ => ?_
    linear_combination (cellMatrix v j E 0 0 ^ 2) * hdet
  rw [(hasDerivAt_discriminant v N E).deriv, hsum]
  -- the first site gives a strictly positive term
  have h1 : cellMatrix v 0 E 0 0 = 1 := by simp [cellMatrix]
  refine sum_pos' (fun j _ => add_nonneg (sq_nonneg _) (mul_nonneg hc.le (sq_nonneg _)))
    ⟨0, mem_range.2 hN, add_pos_of_nonneg_of_pos (sq_nonneg _) (mul_pos hc ?_)⟩
  rw [h1]
  norm_num

/-- For a unit cell of at least one site, the discriminant has nonzero slope at every energy
with `|D(E)| < 2`. -/
theorem deriv_discriminant_ne_zero (v : ℕ → ℝ) {N : ℕ} (hN : 1 ≤ N) {E : ℝ}
    (hE : |discriminant v N E| < 2) : deriv (discriminant v N) E ≠ 0 := by
  intro h
  have hpos := slope_sign v hN hE
  rw [h, mul_zero] at hpos
  exact lt_irrefl _ hpos

/-- For a unit cell of at least one site, the discriminant is strictly increasing or strictly
decreasing on any energy interval on which `|D| < 2`. -/
theorem discriminant_strictMono_or_strictAnti (v : ℕ → ℝ) {N : ℕ} (hN : 1 ≤ N)
    {s : Set ℝ} (hs : s.OrdConnected) (hband : ∀ E ∈ s, |discriminant v N E| < 2) :
    StrictMonoOn (discriminant v N) s ∨ StrictAntiOn (discriminant v N) s := by
  have hd : ∀ E, HasDerivAt (discriminant v N) (deriv (discriminant v N) E) E :=
    fun E => (hasDerivAt_discriminant v N E).differentiableAt.hasDerivAt
  have hcont : ContinuousOn (discriminant v N) s :=
    fun E _ => (hd E).continuousAt.continuousWithinAt
  -- Darboux: a derivative without zeros keeps its sign
  rcases hasDerivWithinAt_forall_lt_or_forall_gt_of_forall_ne hs.convex
    (fun E _ => (hd E).hasDerivWithinAt)
    (fun E hE => deriv_discriminant_ne_zero v hN (hband E hE)) with h | h
  · exact Or.inr (strictAntiOn_of_deriv_neg hs.convex hcont
      fun E hE => h E (interior_subset hE))
  · exact Or.inl (strictMonoOn_of_deriv_pos hs.convex hcont
      fun E hE => h E (interior_subset hE))

/-- For a unit cell of at least one site, a continuous band `E(k)` that solves
`D(E(k)) = 2 cos k` for `0 < k < π` is strictly increasing or strictly decreasing in `k`. -/
theorem band_strictMono_or_strictAnti (v : ℕ → ℝ) {N : ℕ} (hN : 1 ≤ N) (E : ℝ → ℝ)
    (hcont : ContinuousOn E (Set.Ioo 0 Real.pi))
    (hE : ∀ k ∈ Set.Ioo 0 Real.pi, discriminant v N (E k) = 2 * Real.cos k) :
    StrictMonoOn E (Set.Ioo 0 Real.pi) ∨ StrictAntiOn E (Set.Ioo 0 Real.pi) := by
  have hcos : ∀ a ∈ Set.Icc 0 Real.pi, ∀ b ∈ Set.Icc 0 Real.pi, a < b →
      Real.cos b < Real.cos a := fun a ha b hb hab => Real.strictAntiOn_cos ha hb hab
  have hband : ∀ x ∈ E '' Set.Ioo 0 Real.pi, |discriminant v N x| < 2 := by
    rintro x ⟨k, hk, rfl⟩
    have h0 := hcos 0 ⟨le_rfl, Real.pi_pos.le⟩ k ⟨hk.1.le, hk.2.le⟩ hk.1
    have h1 := hcos k ⟨hk.1.le, hk.2.le⟩ Real.pi ⟨Real.pi_pos.le, le_rfl⟩ hk.2
    rw [Real.cos_zero] at h0
    rw [Real.cos_pi] at h1
    rw [hE k hk, abs_lt]
    constructor <;> linarith
  -- the energies of the band fill an interval
  have hs := (isPreconnected_Ioo.image E hcont).ordConnected
  rcases discriminant_strictMono_or_strictAnti v hN hs hband with h | h
  · refine Or.inr fun a ha b hb hab => lt_of_not_ge fun hle => ?_
    have h2 := h.monotoneOn (Set.mem_image_of_mem E ha) (Set.mem_image_of_mem E hb) hle
    rw [hE a ha, hE b hb] at h2
    linarith [hcos a ⟨ha.1.le, ha.2.le⟩ b ⟨hb.1.le, hb.2.le⟩ hab]
  · refine Or.inl fun a ha b hb hab => lt_of_not_ge fun hle => ?_
    have h2 := h.antitoneOn (Set.mem_image_of_mem E hb) (Set.mem_image_of_mem E ha) hle
    rw [hE a ha, hE b hb] at h2
    linarith [hcos a ⟨ha.1.le, ha.2.le⟩ b ⟨hb.1.le, hb.2.le⟩ hab]

/-- For a cell of two sites of zero energy, the discriminant equals `-2` at `E = 0` and its
slope vanishes there. -/
theorem slope_vanishes_at_closed_gap :
    discriminant (fun _ => 0) 2 0 = -2 ∧ deriv (discriminant (fun _ => 0) 2) 0 = 0 := by
  have e : discriminant (fun _ => 0) 2 = fun E => E ^ 2 - 2 := by
    funext E
    simp [discriminant, cellMatrix, siteMatrix, Matrix.trace_fin_two]
    ring
  rw [e]
  exact ⟨by norm_num, ((hasDerivAt_pow 2 (0 : ℝ)).sub_const 2).deriv.trans (by norm_num)⟩

end DiscreteHill
```

```lean
#print axioms DiscreteHill.discriminant_strictMono_or_strictAnti
#print axioms DiscreteHill.band_strictMono_or_strictAnti
#print axioms DiscreteHill.slope_vanishes_at_closed_gap
```

```
'DiscreteHill.discriminant_strictMono_or_strictAnti' depends on axioms: [propext, Classical.choice, Quot.sound]
'DiscreteHill.band_strictMono_or_strictAnti' depends on axioms: [propext, Classical.choice, Quot.sound]
'DiscreteHill.slope_vanishes_at_closed_gap' depends on axioms: [propext, Classical.choice, Quot.sound]
```

**The proof in Lean.** `cellMatrix_det` obtains the unit determinant by induction, and `cellMatrix_recursion` supplies the four entry recursions. `hasDerivAt_cellMatrix` is the induction for the derivative. It treats both rows at once, because the new upper row needs both old ones. The product rule gives the derivative of each new upper entry, and `linear_combination` with `hdet` inserts the determinant; for the lower row `ring` is enough. `hasDerivAt_discriminant` adds the two diagonal entries.

`slope_sign` contains the completed square. Its `hc` is the inequality $1-D^2/4>0$, `hsum` is the identity for $cD'$, checked site by site, and `sum_pos'` combines non-negative terms with the positive one at site 0. If $D'$ were zero, the product $cD'$ would be zero too, and this contradiction proves `deriv_discriminant_ne_zero`.

For intervals, the constancy of sign comes from Darboux's theorem, which needs no continuity of $D'$. Mathlib's criteria for a positive or negative derivative then give the two cases. In the band theorem, `hband` shows $|2\cos k|<2$, and `hs` states that the continuous image of an interval is an interval. The final comparison runs by contradiction: if two energies were in the wrong order, monotonicity of $D$ would put the cosines in the wrong order.

**One site per cell.** For $N=1$ the discriminant is $D=E-v_0$, so $D'=1$ and the band is $E=v_0+2\cos k$, which decreases on $0<k<\pi$. With the opposite sign of the hopping, common in textbooks, it would increase.

**Two sites of zero energy.** Here $D=E^2-2$. At $E=0$ we have $D=-2$ and $D'=0$, which is what `slope_vanishes_at_closed_gap` records. So the strict inequality $|D|<2$ can't be relaxed to $|D|\le2$. Physically, this is a uniform chain described with a doubled cell: the branches $E=\pm2\cos(k/2)$ touch at $k=\pi$, where the gap is closed.

The same chain shows what continuity does for the band theorem. Follow $2\cos(k/2)$ up to $k=\pi/2$ and $-2\cos(k/2)$ after that. The resulting function solves $D(E(k))=2\cos k$ everywhere on $0<k<\pi$, but it first falls and later rises.
